# Quadrupolar relaxation of a spin 3/2 from deviations proportional to m: weights 4/5 and 1/5

A non-selective pulse inverts the magnetisation of a spin-3/2 nucleus such as $^{23}$Na, and the four level populations then return to equilibrium. If fluctuating electric field gradients drive the return, transitions change $m$ by one or by two, with rates that may differ. With what time dependence does the longitudinal magnetisation approach its equilibrium value?

Number the levels $i=0,1,2,3$, with $m_i = 3/2,\,1/2,\,-1/2,\,-3/2$, and let $p_i(t)$ be the deviation of population $i$ from its equilibrium value. The rate is $W_1$ for the pairs $(0,1)$ and $(2,3)$, and $W_2$ for $(0,2)$ and $(1,3)$. The central pair $(1,2)$ has no direct rate, because the quadrupolar operator $I_zI_\pm+I_\pm I_z$ has a matrix element proportional to the sum of the two $m$ values, which is zero there. Equal rates in both directions express the high-temperature limit.

Let $M=\sum_i m_ip_i$. This is the deviation of the longitudinal magnetisation from its equilibrium value, in units of the moment per unit of $m$. If $p_i(0)=c\,m_i$ with $c\neq0$, as after a non-selective inversion, then

$$\frac{M(t)}{M(0)}=\tfrac45e^{-2W_2t}+\tfrac15e^{-2W_1t}.$$

## Two population differences that decay independently

The master equation reads

$$\begin{aligned}
\dot p_0&=W_1(p_1-p_0)+W_2(p_2-p_0),\\
\dot p_1&=W_1(p_0-p_1)+W_2(p_3-p_1),\\
\dot p_2&=W_2(p_0-p_2)+W_1(p_3-p_2),\\
\dot p_3&=W_2(p_1-p_3)+W_1(p_2-p_3).
\end{aligned}$$

Let $A=p_0+p_1-p_2-p_3$. In $\dot p_0+\dot p_1$ the $W_1$ terms cancel, which leaves $-W_2A$; likewise $\dot p_2+\dot p_3=W_2A$. Hence $\dot A=-2W_2A$.

Let $B=p_0-p_1+p_2-p_3$. Now the $W_2$ terms cancel: $\dot p_0+\dot p_2=-W_1B$ and $\dot p_1+\dot p_3=W_1B$, so $\dot B=-2W_1B$.

The factor 2 is easily lost. Each transition that affects the difference takes a spin from one side of it and adds it to the other, so the difference changes by two.

If $\dot f=-kf$, then $f(t)e^{kt}$ has zero derivative, so $f(t)=f(0)e^{-kt}$. Comparing coefficients gives $M=A+B/2$, and therefore

$$M(t)=A(0)e^{-2W_2t}+\tfrac12B(0)e^{-2W_1t}.$$

For $p_i(0)=c\,m_i$ we have $A(0)=4c$, $B(0)=2c$ and $M(0)=5c$. Division gives the claim.

Take $W_1=10\ \mathrm{s^{-1}}$, $W_2=5\ \mathrm{s^{-1}}$ and $t=0.1\ \mathrm{s}$. The ratio $M(t)/M(0)$ is $0.8\,e^{-1}+0.2\,e^{-2}\approx0.294+0.027=0.321$. Its initial slope is $-(8W_2+2W_1)/5=-12\ \mathrm{s^{-1}}$; a single exponential with that slope would give $e^{-1.2}\approx0.301$.

When is the decay a single exponential? Write $x=e^{-2W_2}$ and $y=e^{-2W_1}$, with times in a fixed unit. A single exponential that starts at 1, as $M(t)/M(0)$ does, has its value at time 2 equal to the square of its value at time 1, but here

$$\frac{4x^2+y^2}{5}-\left(\frac{4x+y}{5}\right)^2=\frac{4}{25}(x-y)^2.$$

This vanishes only for $x=y$, that is, $W_1=W_2$. Conversely, equal rates merge the two terms.

For this populations-only model, $M(t)$ plus the equilibrium magnetisation gives a fitting function for inversion recovery, and the formula gives a reference value for a numerical rate-equation solver.

## Levels, rates and the master equation in Lean

```lean
import Mathlib

open Finset

namespace SpinThreeHalvesRelaxation

noncomputable section
```

The type `Fin 4` indexes the levels from 0 to 3, as above.

```lean
/-- The magnetic quantum numbers of a spin 3/2, in descending order. -/
def mz : Fin 4 → ℝ := ![3/2, 1/2, -1/2, -3/2]
```

The rate matrix has zeros at the central pair and at the pair $(0,3)$, whose levels differ by three.

```lean
/-- Symmetric transition rates: `W1` between levels differing by one, except the central pair,
and `W2` between levels differing by two. -/
def rate (W1 W2 : ℝ) : Matrix (Fin 4) (Fin 4) ℝ :=
  !![0, W1, W2, 0;
     W1, 0, 0, W2;
     W2, 0, 0, W1;
     0, W2, W1, 0]
```

A trajectory `p` assigns four real deviations to each real time. The predicate `IsRelaxation` says that every component has the derivative given by the master equation, at all real times. No exponential form is assumed.

```lean
/-- The population deviations `p` obey the master equation with the rates `W1` and `W2`. -/
def IsRelaxation (W1 W2 : ℝ) (p : ℝ → Fin 4 → ℝ) : Prop :=
  ∀ t i, HasDerivAt (fun s => p s i) (∑ j, rate W1 W2 i j * (p t j - p t i)) t
```

Applied to deviations, the next function gives the deviation of the magnetisation from equilibrium. It omits the factor $\gamma\hbar$ and the number of spins, which cancel on normalisation.

```lean
/-- The longitudinal magnetisation carried by population deviations `q`, in units of the
moment per unit of `m`. -/
def magnetisation (q : Fin 4 → ℝ) : ℝ := ∑ i, mz i * q i
```

The rates are arbitrary real parameters; physical ones are non-negative. Their derivation from spectral densities, and any coherences between levels, are not part of the model.

## From first-order decay to the magnetisation

The first lemma differentiates an exponential. The second proves the converse by the constant-product argument used above.

```lean
/-- The exponential `exp (-k t)` obeys the first-order decay law with rate `k`. -/
theorem hasDerivAt_exp_decay (k t : ℝ) :
    HasDerivAt (fun s => Real.exp (-k * s)) (-k * Real.exp (-k * t)) t :=
  ((hasDerivAt_id' t).const_mul (-k)).exp.congr_deriv (by ring)

/-- A quantity that obeys the first-order decay law with rate `k` is its initial value times
`exp (-k t)`. -/
theorem eq_exp_of_decay {f : ℝ → ℝ} {k : ℝ} (hf : ∀ t, HasDerivAt f (-k * f t) t) (t : ℝ) :
    f t = f 0 * Real.exp (-k * t) := by
  -- the product with `exp (k s)` is constant in time
  have hg : ∀ s, HasDerivAt (fun s => f s * Real.exp (k * s)) 0 s := by
    intro s
    have h1 : HasDerivAt (fun s => Real.exp (k * s)) (Real.exp (k * s) * k) s :=
      ((hasDerivAt_id' s).const_mul k).exp.congr_deriv (by ring)
    exact ((hf s).fun_mul h1).congr_deriv (by ring)
  have hc := is_const_of_deriv_eq_zero (fun s => (hg s).differentiableAt)
    (fun s => (hg s).deriv) t 0
  have hc' : f t * Real.exp (k * t) = f 0 := by simpa using hc
  have h0 : k * t + -k * t = 0 := by ring
  rw [← hc', mul_assoc, ← Real.exp_add, h0, Real.exp_zero, mul_one]
```

The next two theorems are the decay laws for $A$ and $B$. Each combines the four component derivatives; `simp` expands the rate sums, and `ring` checks that the result is $-2W_2A$ or $-2W_1B$.

```lean
/-- The summed deviations of levels 0 and 1 minus those of levels 2 and 3 equal their initial value
times `exp (-2 W2 t)`. -/
theorem upper_lower_decay {W1 W2 : ℝ} {p : ℝ → Fin 4 → ℝ} (h : IsRelaxation W1 W2 p) (t : ℝ) :
    p t 0 + p t 1 - p t 2 - p t 3 =
      (p 0 0 + p 0 1 - p 0 2 - p 0 3) * Real.exp (-(2 * W2) * t) :=
  eq_exp_of_decay (f := fun s => p s 0 + p s 1 - p s 2 - p s 3) (k := 2 * W2)
    (fun s => ((((h s 0).fun_add (h s 1)).fun_sub (h s 2)).fun_sub (h s 3)).congr_deriv
      (by simp [Fin.sum_univ_four, rate]; ring)) t

/-- The differences of the deviations across the pairs (0,1) and (2,3), added together, equal their
initial value times `exp (-2 W1 t)`. -/
theorem outer_pairs_decay {W1 W2 : ℝ} {p : ℝ → Fin 4 → ℝ} (h : IsRelaxation W1 W2 p) (t : ℝ) :
    p t 0 - p t 1 + p t 2 - p t 3 =
      (p 0 0 - p 0 1 + p 0 2 - p 0 3) * Real.exp (-(2 * W1) * t) :=
  eq_exp_of_decay (f := fun s => p s 0 - p s 1 + p s 2 - p s 3) (k := 2 * W1)
    (fun s => ((((h s 0).fun_sub (h s 1)).fun_add (h s 2)).fun_sub (h s 3)).congr_deriv
      (by simp [Fin.sum_univ_four, rate]; ring)) t
```

Substituting these laws backwards reduces the general formula to the identity $M=A+B/2$.

```lean
/-- For arbitrary initial deviations, the deviation of the magnetisation is a sum of two
exponentials with rates `2 W2` and `2 W1`. Their amplitudes are the initial value of `p0 + p1 - p2 -
p3` and half the initial value of `p0 - p1 + p2 - p3`. -/
theorem magnetisation_general {W1 W2 : ℝ} {p : ℝ → Fin 4 → ℝ} (h : IsRelaxation W1 W2 p)
    (t : ℝ) :
    magnetisation (p t) =
      (p 0 0 + p 0 1 - p 0 2 - p 0 3) * Real.exp (-(2 * W2) * t) +
      (p 0 0 - p 0 1 + p 0 2 - p 0 3) * Real.exp (-(2 * W1) * t) / 2 := by
  rw [← upper_lower_decay h t, ← outer_pairs_decay h t]
  simp [magnetisation, mz, Fin.sum_univ_four]
  ring
```

## The weights for deviations proportional to m

The hypothesis `hp` states $p_i(0)=c\,m_i$, and `hc` makes $M(0)=5c$ nonzero, so that the normalisation is meaningful. The proof inserts the four initial values, factors out $5c$ and cancels it. The conclusion covers every solution with these initial data.

```lean
/-- When the initial deviations are a nonzero multiple of `m`, the deviation of the longitudinal
magnetisation, divided by its initial value, is `(4/5) exp (-2 W2 t) + (1/5) exp (-2 W1 t)`. -/
theorem normalised_magnetisation {W1 W2 c : ℝ} {p : ℝ → Fin 4 → ℝ}
    (h : IsRelaxation W1 W2 p) (hc : c ≠ 0) (hp : p 0 = fun i => c * mz i) (t : ℝ) :
    magnetisation (p t) / magnetisation (p 0) =
      4 / 5 * Real.exp (-(2 * W2) * t) + 1 / 5 * Real.exp (-(2 * W1) * t) := by
  have e0 : p 0 0 = c * (3 / 2) := by simp [hp, mz]
  have e1 : p 0 1 = c * (1 / 2) := by simp [hp, mz]
  have e2 : p 0 2 = c * (-1 / 2) := by simp [hp, mz]
  have e3 : p 0 3 = c * (-3 / 2) := by simp [hp, mz]
  -- the two modes start with amplitudes 4c and c
  have hM : ∀ s, magnetisation (p s) = 5 * c *
      (4 / 5 * Real.exp (-(2 * W2) * s) + 1 / 5 * Real.exp (-(2 * W1) * s)) := by
    intro s
    rw [magnetisation_general h s, e0, e1, e2, e3]
    ring
  have hM0 : magnetisation (p 0) = 5 * c := by
    rw [hM 0]
    simp only [mul_zero, Real.exp_zero]
    ring
  rw [hM0, hM t, mul_div_cancel_left₀ _ (mul_ne_zero (by norm_num) hc)]
```

## Initial slope and the single-exponential case

The slope follows by differentiating the closed form at $t=0$.

```lean
/-- When the initial deviations are a nonzero multiple of `m`, the deviation of the magnetisation,
divided by its initial value, has initial slope `-(8 W2 + 2 W1) / 5`. -/
theorem initial_slope {W1 W2 c : ℝ} {p : ℝ → Fin 4 → ℝ}
    (h : IsRelaxation W1 W2 p) (hc : c ≠ 0) (hp : p 0 = fun i => c * mz i) :
    HasDerivAt (fun t => magnetisation (p t) / magnetisation (p 0))
      (-(8 * W2 + 2 * W1) / 5) 0 := by
  rw [funext (normalised_magnetisation h hc hp)]
  exact (((hasDerivAt_exp_decay (2 * W2) 0).const_mul (4 / 5)).fun_add
    ((hasDerivAt_exp_decay (2 * W1) 0).const_mul (1 / 5))).congr_deriv
      (by simp only [mul_zero, Real.exp_zero]; ring)
```

The equivalence concerns times $t\ge0$ and allows any real decay constant `k`. In the forward direction, `linear_combination` carries out the comparison of times 1 and 2, and injectivity of the exponential then gives equal rates. In the reverse direction, `k` is $2W_2$.

```lean
/-- When the initial deviations are a nonzero multiple of `m`, the deviation of the magnetisation,
divided by its initial value, follows a single exponential at all times `t ≥ 0` exactly when `W1 =
W2`. -/
theorem single_exponential_iff {W1 W2 c : ℝ} {p : ℝ → Fin 4 → ℝ}
    (h : IsRelaxation W1 W2 p) (hc : c ≠ 0) (hp : p 0 = fun i => c * mz i) :
    (∃ k : ℝ, ∀ t : ℝ, 0 ≤ t →
      magnetisation (p t) / magnetisation (p 0) = Real.exp (-k * t)) ↔ W1 = W2 := by
  constructor
  · rintro ⟨k, hk⟩
    have h1 := hk 1 (by norm_num)
    have h2 := hk 2 (by norm_num)
    rw [normalised_magnetisation h hc hp] at h1 h2
    have hsq : ∀ a : ℝ, Real.exp (a * 2) = Real.exp (a * 1) ^ 2 := by
      intro a
      rw [pow_two, ← Real.exp_add]
      congr 1
      ring
    -- the value at time 2 must be the square of the value at time 1
    rw [hsq, hsq, hsq, ← h1] at h2
    have hz : (Real.exp (-(2 * W2) * 1) - Real.exp (-(2 * W1) * 1)) ^ 2 = 0 := by
      linear_combination (25 / 4) * h2
    have he := Real.exp_injective (sub_eq_zero.mp ((pow_eq_zero_iff two_ne_zero).mp hz))
    linarith
  · intro e
    refine ⟨2 * W2, fun t _ => ?_⟩
    rw [normalised_magnetisation h hc hp t, e]
    ring
```

## An explicit solution

The theorems above begin from a given solution. One is built from the two decaying modes:

$$p_i(t)=c\left(a_ie^{-2W_2t}+b_ie^{-2W_1t}\right),$$

with $a=(1,1,-1,-1)$ and $b=\tfrac12(1,-1,1,-1)$.

```lean
/-- Explicit population deviations built from the two decaying modes, with overall
amplitude `c`. -/
def populations (W1 W2 c : ℝ) (t : ℝ) (i : Fin 4) : ℝ :=
  c * ((![1, 1, -1, -1] : Fin 4 → ℝ) i * Real.exp (-(2 * W2) * t) +
    (![1/2, -1/2, 1/2, -1/2] : Fin 4 → ℝ) i * Real.exp (-(2 * W1) * t))
```

At $t=0$ the sum $a_i+b_i$ equals $m_i$. For the master equation, the proof differentiates both exponentials and checks the four levels one by one. Solutions with the required initial deviations therefore exist for all real $W_1$, $W_2$ and $c$.

```lean
/-- The explicit populations solve the master equation and start from deviations `c m`. -/
theorem populations_witness (W1 W2 c : ℝ) :
    IsRelaxation W1 W2 (populations W1 W2 c) ∧
      populations W1 W2 c 0 = fun i => c * mz i := by
  constructor
  · intro t i
    have hd := (((hasDerivAt_exp_decay (2 * W2) t).const_mul
      ((![1, 1, -1, -1] : Fin 4 → ℝ) i)).fun_add
      ((hasDerivAt_exp_decay (2 * W1) t).const_mul
      ((![1/2, -1/2, 1/2, -1/2] : Fin 4 → ℝ) i))).const_mul c
    refine HasDerivAt.congr_deriv (f := fun s => populations W1 W2 c s i) hd ?_
    fin_cases i <;> simp [populations, rate, Fin.sum_univ_four] <;> ring
  · funext i
    simp only [populations, mul_zero, Real.exp_zero, mul_one]
    congr 1
    fin_cases i <;> norm_num [mz]

end

end SpinThreeHalvesRelaxation
```

```lean
#print axioms SpinThreeHalvesRelaxation.initial_slope
#print axioms SpinThreeHalvesRelaxation.single_exponential_iff
```

```
'SpinThreeHalvesRelaxation.initial_slope' depends on axioms: [propext, Classical.choice, Quot.sound]
'SpinThreeHalvesRelaxation.single_exponential_iff' depends on axioms: [propext, Classical.choice, Quot.sound]
```
